# Squaring projected field matrices never increases core-polarization binding

## Core, field and basis

An atomic core in an electric field acquires an induced dipole. In effective-core-potential calculations the core electrons are absent, and this response can be added back as a core polarization potential. For a core of static dipole polarizability $\alpha$, in atomic units, the potential is

$$V = -\frac{\alpha}{2}\sum_k F_k^2 ,$$

where $F_k$ is a Cartesian component of the field that the valence electrons and the other cores produce at this core. The contribution of the electrons is damped near the core by a cutoff; with the bare $1/r^2$ field, the mean of $F^2$ would diverge for an electron with nonzero density at the core. The constant $\alpha$ stands for the linear response of the core. The induced dipole $\alpha F$ has interaction energy $-\alpha F^2$ with the field, and creating it costs $\alpha F^2/2$.

The field depends on the electron positions, so each $F_k$ is a Hermitian operator. Let $P$ be the orthogonal projector onto the space spanned by the basis: $P^\dagger=P$ and $P^2=P$. Two different squared fields can then be formed in the basis:

$$S_{\rm exact}=\sum_k P F_k^2 P,\qquad S_{\rm mat}=\sum_k (P F_k P)^2 .$$

The first squares the operator and then projects it. The second needs only the matrix elements of the field itself, which are multiplied as matrices. The letter $S$ denotes a squared field here, not an overlap matrix.

For a state $\psi$ the polarization energy with squared field $S$ is $E_S(\psi)=-\frac{\alpha}{2}\langle\psi|S|\psi\rangle$. The vector $\psi$ need not be normalised. For a nonzero $\psi$ in the span of the basis the physical value is $E_S(\psi)/\langle\psi|\psi\rangle$, and dividing both energies by this positive number leaves their order unchanged.

## Sign of the error and when it vanishes

The squaring error is $\Delta=S_{\rm exact}-S_{\rm mat}$. Write $L_k=(1-P)F_kP$ for the part of the field that carries basis states out of the basis. For Hermitian matrices $F_k$ on a finite-dimensional reference space:

- $\Delta$ is positive semidefinite, and $\Delta=0$ if and only if $L_k=0$ for every $k$.
- If $\alpha>0$, then $E_{\rm exact}(\psi)\le E_{\rm mat}(\psi)$ for every $\psi$, with equality if and only if $L_k\psi=0$ for every $k$.

The second squared field can therefore lose polarization binding but never add to it. This bears on comparisons between real-space quantum Monte Carlo, where the field is squared at each electron configuration, and basis-set calculations that multiply field matrices; the result fixes the sign of that one difference for a given state in the span of the basis, with the field taken as a matrix on a finite reference space. For a state that reaches outside the basis, the mean of the unprojected squared field can lie on either side of the matrix result.

## The error as a sum of squared norms

Let $R$ be any orthogonal projector and $F$ Hermitian. Since $R^\dagger=R=R^2$,

$$(RFP)^\dagger(RFP)=PFR\,RFP=PFRFP .$$

The matrix $1-P$ is such a projector: it is Hermitian, and $(1-P)^2=1-2P+P^2=1-P$. For one field component, $P^2=P$ gives

$$PF_k^2P-(PF_kP)^2=PF_kF_kP-PF_kPF_kP=PF_k(1-P)F_kP=L_k^\dagger L_k .$$

Summing over components and taking the expectation value,

$$\Delta=\sum_k L_k^\dagger L_k,\qquad \langle\psi|\Delta|\psi\rangle=\sum_k\|L_k\psi\|^2\ge 0 .$$

The first expression shows that $\Delta$ is Hermitian, and the second that it is positive semidefinite.

If $\Delta=0$, the sum of squared norms is zero for every $\psi$. Each term is non-negative, so $L_k\psi=0$ for every $k$ and every $\psi$, which means $L_k=0$. Conversely, if all $L_k$ vanish, so does $\Delta$.

For the energies,

$$E_{\rm exact}(\psi)-E_{\rm mat}(\psi)=-\frac{\alpha}{2}\sum_k\|L_k\psi\|^2 .$$

With $\alpha>0$ the right-hand side is never positive, and it is zero exactly when every $L_k\psi$ is zero. For a normalised state it is the energy difference itself; otherwise it is divided by $\langle\psi|\psi\rangle$.

## Two levels and one basis function

Take a field along $z$ in a space of two orthonormal levels, and keep only the first in the basis:

$$F_z=\begin{pmatrix}a&b\\ b&d\end{pmatrix},\qquad P=\begin{pmatrix}1&0\\0&0\end{pmatrix},$$

with $a,b,d$ real. The first diagonal entry of $F_z^2$ is $a^2+b^2$, while squaring the projected matrix gives $a^2$. Hence

$$\Delta=\begin{pmatrix}b^2&0\\0&0\end{pmatrix},$$

which vanishes only for $b=0$. In the normalised first level the missing binding is $\alpha b^2/2$.

A single valence electron in an $s$ function centred on the core, with no other cores present and a $p_z$ function as the second level, illustrates the case $a=0$. The mean field of the $s$ function vanishes by parity, so the squared matrix gives no polarization energy at all, although a nonzero coupling $b$ to the $p_z$ function makes the mean squared field positive.

## From operators to Lean matrices

The finite type `n` labels an orthonormal basis of the reference space, and operators are complex matrices of type `Matrix n n ℂ`. The calculation's own basis is represented by `P`, with the hypotheses `P.IsHermitian` and `P * P = P`. A non-orthogonal set of atomic orbitals enters through the orthogonal projector onto its span.

The finite type `κ` labels the field components, and `F k` is the matrix of component $k$. There may be any number of components; three of them describe one core. The hypothesis `hF` says that each is Hermitian. No particular form of the field or of its short-range cutoff is assumed.

The definitions translate as follows:

- `exactSquare P F` is $S_{\rm exact}$ and `matrixSquare P F` is $S_{\rm mat}$.
- `squaringError P F` is $\Delta$, and `leak P (F k)` is $L_k$.
- `polEnergy α S ψ` is $E_S(\psi)$. It takes the real part of `star ψ ⬝ᵥ S *ᵥ ψ`, an inner product that is conjugate-linear in its first argument.

The theorem `squaringError_posSemidef_and_eq_zero_iff` states the two properties of $\Delta$. The theorem `matrixSquare_underbinds` states the energy inequality and its equality condition for $\alpha>0$. It allows every vector $\psi$, inside the basis or not; because both squared fields have $P$ on each side, only $P\psi$ matters.

In `twoLevel_witness` the components are numbered 0, 1 and 2, the first two are zero, and component 2 is $F_z$. The theorem confirms that the example satisfies the hypotheses, gives $\Delta$ explicitly, and states that it vanishes if and only if $b=0$.

The word "exact" is relative to the reference space: $F_k^2$ is the square of a finite matrix. Passing from there to field operators on the infinite-dimensional space of electronic wave functions is a separate step. The energies are also compared at the same $\psi$, without reoptimising the state for each potential.

```lean
import Mathlib

open Matrix
open scoped ComplexOrder

namespace CorePolarizationSquaring

noncomputable section

variable {n κ : Type*} [Fintype n] [DecidableEq n] [Fintype κ]

/-- The part of a field component `F` that leads out of the basis: `(1 - P) F P`. -/
def leak (P F : Matrix n n ℂ) : Matrix n n ℂ := (1 - P) * F * P

omit [DecidableEq n] in
/-- The squared field, projected onto the basis after squaring: `∑ₖ P Fₖ² P`. -/
def exactSquare (P : Matrix n n ℂ) (F : κ → Matrix n n ℂ) : Matrix n n ℂ :=
  ∑ k, P * (F k * F k) * P

omit [DecidableEq n] in
/-- The squared field obtained by squaring the field matrices in the basis: `∑ₖ (P Fₖ P)²`. -/
def matrixSquare (P : Matrix n n ℂ) (F : κ → Matrix n n ℂ) : Matrix n n ℂ :=
  ∑ k, P * F k * P * (P * F k * P)


omit [DecidableEq n] in
/-- The error made by squaring field matrices: `∑ₖ [P Fₖ² P - (P Fₖ P)²]`. -/
def squaringError (P : Matrix n n ℂ) (F : κ → Matrix n n ℂ) : Matrix n n ℂ :=
  exactSquare P F - matrixSquare P F

omit [DecidableEq n] in
/-- The polarization energy `-(α/2) Re ⟨ψ|S|ψ⟩` of a core with polarizability `α`, for a squared
field `S` and a state vector `ψ`. -/
def polEnergy (α : ℝ) (S : Matrix n n ℂ) (ψ : n → ℂ) : ℝ :=
  -(α / 2) * (star ψ ⬝ᵥ S *ᵥ ψ).re

omit [DecidableEq n] in
/-- For Hermitian `P` and `F` and an orthogonal projector `R`, the product `P F R F P` is the
Gram matrix of `R F P`. -/
theorem gram_eq {P R F : Matrix n n ℂ} (hP : P.IsHermitian) (hR : R.IsHermitian)
    (hRR : R * R = R) (hF : F.IsHermitian) :
    P * F * R * F * P = (R * F * P)ᴴ * (R * F * P) := by
  rw [conjTranspose_mul, conjTranspose_mul, hP.eq, hF.eq, hR.eq]
  calc P * F * R * F * P = P * F * (R * R) * F * P := by rw [hRR]
    _ = P * (F * R) * (R * F * P) := by simp only [mul_assoc]

/-- For an orthogonal projector `P` and Hermitian field components, the squaring error is the
sum of the Gram matrices of the parts of the field that lead out of the basis. -/
theorem squaringError_eq_gram {P : Matrix n n ℂ} {F : κ → Matrix n n ℂ}
    (hP : P.IsHermitian) (hPP : P * P = P) (hF : ∀ k, (F k).IsHermitian) :
    squaringError P F = ∑ k, (leak P (F k))ᴴ * leak P (F k) := by
  have h1 : (1 - P) * (1 - P) = 1 - P := by simp [mul_sub, sub_mul, hPP]
  rw [squaringError, exactSquare, matrixSquare, ← Finset.sum_sub_distrib]
  refine Finset.sum_congr rfl fun k _ => ?_
  rw [leak, ← gram_eq hP (Matrix.isHermitian_one.sub hP) h1 (hF k)]
  calc P * (F k * F k) * P - P * F k * P * (P * F k * P)
      = P * (F k * F k) * P - P * F k * (P * P) * F k * P := by simp only [mul_assoc]
    _ = P * F k * (1 - P) * F k * P := by rw [hPP]; noncomm_ring

/-- For an orthogonal projector `P` and Hermitian field components, the expectation value of the
squaring error is the total squared norm of the vectors `(1 - P) Fₖ P ψ`. -/
theorem expectation_squaringError {P : Matrix n n ℂ} {F : κ → Matrix n n ℂ}
    (hP : P.IsHermitian) (hPP : P * P = P) (hF : ∀ k, (F k).IsHermitian) (ψ : n → ℂ) :
    star ψ ⬝ᵥ squaringError P F *ᵥ ψ =
      ((∑ k, ∑ i, ‖(leak P (F k) *ᵥ ψ) i‖ ^ 2 : ℝ) : ℂ) := by
  classical
  -- the expectation value is additive over field components
  have hs : ∀ (A : κ → Matrix n n ℂ) (s : Finset κ),
      star ψ ⬝ᵥ (∑ k ∈ s, A k) *ᵥ ψ = ∑ k ∈ s, star ψ ⬝ᵥ A k *ᵥ ψ := by
    intro A s
    induction s using Finset.induction_on with
    | empty => simp
    | insert a s ha ih =>
      rw [Finset.sum_insert ha, Finset.sum_insert ha, Matrix.add_mulVec, dotProduct_add, ih]
  rw [squaringError_eq_gram hP hPP hF, hs, Complex.ofReal_sum]
  refine Finset.sum_congr rfl fun k _ => ?_
  rw [← Matrix.mulVec_mulVec, Matrix.dotProduct_mulVec, ← Matrix.star_mulVec,
    Complex.ofReal_sum]
  refine Finset.sum_congr rfl fun i _ => ?_
  rw [Pi.star_apply, Complex.star_def, Complex.conj_mul', Complex.ofReal_pow]

omit [DecidableEq n] in
/-- The total squared norm of finitely many vectors vanishes iff every vector vanishes. -/
theorem sum_norm_sq_eq_zero (v : κ → n → ℂ) :
    ∑ k, ∑ i, ‖v k i‖ ^ 2 = 0 ↔ ∀ k, v k = 0 := by
  constructor
  · intro h k
    ext i
    have hk := (Finset.sum_eq_zero_iff_of_nonneg (fun k _ =>
      Finset.sum_nonneg (fun i _ => sq_nonneg ‖v k i‖))).1 h k (Finset.mem_univ k)
    have hi := (Finset.sum_eq_zero_iff_of_nonneg
      (fun i _ => sq_nonneg ‖v k i‖)).1 hk i (Finset.mem_univ i)
    simpa using hi
  · intro h
    simp [h]

/-- For an orthogonal projector `P` and Hermitian field components, the squaring error is
positive semidefinite, and it vanishes iff `(1 - P) Fₖ P = 0` for every component. -/
theorem squaringError_posSemidef_and_eq_zero_iff {P : Matrix n n ℂ} {F : κ → Matrix n n ℂ}
    (hP : P.IsHermitian) (hPP : P * P = P) (hF : ∀ k, (F k).IsHermitian) :
    (squaringError P F).PosSemidef ∧
      (squaringError P F = 0 ↔ ∀ k, (1 - P) * F k * P = 0) := by
  refine ⟨?_, ?_, ?_⟩
  · rw [squaringError_eq_gram hP hPP hF]
    exact Finset.sum_induction _ Matrix.PosSemidef (fun _ _ ha hb => ha.add hb)
      Matrix.PosSemidef.zero (fun k _ => Matrix.posSemidef_conjTranspose_mul_self _)
  · intro h k
    -- a vanishing error leaves no leaked vector, whatever the state
    have hv : ∀ ψ : n → ℂ, leak P (F k) *ᵥ ψ = 0 := by
      intro ψ
      have he := expectation_squaringError hP hPP hF ψ
      rw [h, Matrix.zero_mulVec, dotProduct_zero] at he
      exact (sum_norm_sq_eq_zero (fun k => leak P (F k) *ᵥ ψ)).1
        (Complex.ofReal_eq_zero.1 he.symm) k
    change leak P (F k) = 0
    ext i j
    have hij := congrFun (hv (Pi.single j 1)) i
    simpa using hij
  · intro h
    rw [squaringError_eq_gram hP hPP hF]
    simp [leak, h]

/-- For positive polarizability, an orthogonal projector `P` and Hermitian field components,
squaring the field matrices never gives a lower polarization energy than the exact squared field;
the two agree for a state `ψ` iff `(1 - P) Fₖ P ψ = 0` for every component. -/
theorem matrixSquare_underbinds {P : Matrix n n ℂ} {F : κ → Matrix n n ℂ} {α : ℝ} (hα : 0 < α)
    (hP : P.IsHermitian) (hPP : P * P = P) (hF : ∀ k, (F k).IsHermitian) (ψ : n → ℂ) :
    polEnergy α (exactSquare P F) ψ ≤ polEnergy α (matrixSquare P F) ψ ∧
      (polEnergy α (exactSquare P F) ψ = polEnergy α (matrixSquare P F) ψ ↔
        ∀ k, leak P (F k) *ᵥ ψ = 0) := by
  have h := congrArg Complex.re (expectation_squaringError hP hPP hF ψ)
  rw [squaringError, Matrix.sub_mulVec, dotProduct_sub, Complex.sub_re, Complex.ofReal_re] at h
  obtain ⟨N, hN⟩ : ∃ N : ℝ, N = ∑ k, ∑ i, ‖(leak P (F k) *ᵥ ψ) i‖ ^ 2 := ⟨_, rfl⟩
  have hN0 : 0 ≤ N := by rw [hN]; positivity
  have hz : N = 0 ↔ ∀ k, leak P (F k) *ᵥ ψ = 0 := by
    rw [hN]
    exact sum_norm_sq_eq_zero (fun k => leak P (F k) *ᵥ ψ)
  rw [← hN] at h
  have hx := eq_add_of_sub_eq h
  rw [← hz, polEnergy, polEnergy, hx]
  refine ⟨by nlinarith [mul_nonneg hα.le hN0], fun e => ?_, fun e => by rw [e, zero_add]⟩
  have hm : α * N = 0 := by linarith
  exact (mul_eq_zero.1 hm).resolve_left hα.ne'


/-- A field along `z` in a two-level model, with real diagonal elements `a`, `d` and real
coupling `b`. -/
def twoLevelField (a b d : ℝ) : Fin 3 → Matrix (Fin 2) (Fin 2) ℂ :=
  ![0, 0, !![(a : ℂ), (b : ℂ); (b : ℂ), (d : ℂ)]]

/-- In the two-level model with only the first level in the basis, the field components are
Hermitian, the squaring error is `b²` on the first level, and it vanishes only for `b = 0`. -/
theorem twoLevel_witness (a b d : ℝ) :
    (!![1, 0; 0, 0] : Matrix (Fin 2) (Fin 2) ℂ).IsHermitian ∧
      (!![1, 0; 0, 0] : Matrix (Fin 2) (Fin 2) ℂ) * !![1, 0; 0, 0] = !![1, 0; 0, 0] ∧
      (∀ k, (twoLevelField a b d k).IsHermitian) ∧
      squaringError !![1, 0; 0, 0] (twoLevelField a b d) = !![(b : ℂ) ^ 2, 0; 0, 0] ∧
      (squaringError !![1, 0; 0, 0] (twoLevelField a b d) = 0 ↔ b = 0) := by
  have he : squaringError !![1, 0; 0, 0] (twoLevelField a b d) =
      !![(b : ℂ) ^ 2, 0; 0, 0] := by
    ext i j
    fin_cases i <;> fin_cases j <;>
      simp [squaringError, exactSquare, matrixSquare, twoLevelField, Fin.sum_univ_three]
    ring
  refine ⟨?_, ?_, ?_, he, ?_⟩
  · apply Matrix.IsHermitian.ext
    intro i j
    fin_cases i <;> fin_cases j <;> simp
  · ext i j
    fin_cases i <;> fin_cases j <;> simp [Matrix.mul_apply, Fin.sum_univ_two]
  · intro k
    apply Matrix.IsHermitian.ext
    intro i j
    fin_cases k <;> fin_cases i <;> fin_cases j <;> simp [twoLevelField]
  · rw [he]
    constructor
    · intro h
      have h00 := congrArg (fun M : Matrix (Fin 2) (Fin 2) ℂ => M 0 0) h
      simpa using h00
    · intro h
      ext i j
      fin_cases i <;> fin_cases j <;> simp [h]

end

end CorePolarizationSquaring
```

```lean
#print axioms CorePolarizationSquaring.squaringError_posSemidef_and_eq_zero_iff
-- 'CorePolarizationSquaring.squaringError_posSemidef_and_eq_zero_iff' depends on axioms: [propext, Classical.choice, Quot.sound]
#print axioms CorePolarizationSquaring.matrixSquare_underbinds
-- 'CorePolarizationSquaring.matrixSquare_underbinds' depends on axioms: [propext, Classical.choice, Quot.sound]
```

## Gram matrices and leaked vectors in the proof

`gram_eq` is the identity for $PFRFP$. Its first rewriting evaluates the adjoint of $RFP$ using the three Hermiticity hypotheses. The calculation then replaces $R$ by $R^2$ and regroups the product.

`squaringError_eq_gram` applies this identity with $R=1-P$. The local statement `h1` is $(1-P)^2=1-P$. The two sums are combined into one, so that a single component remains to be treated. The final calculation contracts the inner $P^2$ to $P$ and collects the terms into $PF_k(1-P)F_kP$; `noncomm_ring` does the algebra without exchanging the order of matrices.

`expectation_squaringError` turns the Gram matrices into norms. The auxiliary statement `hs` establishes by induction that the expectation value of a sum is the sum of expectation values. For each component, the rewriting moves $L_k^\dagger$ to the left vector, giving the inner product of $L_k\psi$ with itself. Entry by entry, this is $\bar z z=|z|^2$.

`sum_norm_sq_eq_zero` is the statement that a finite sum of squared norms vanishes only if every vector does. It uses the non-negativity of the terms twice, first over the components $k$ and then over the vector entries $i$.

In `squaringError_posSemidef_and_eq_zero_iff`, positivity follows because each Gram matrix is positive semidefinite and sums preserve this property. For the vanishing criterion, `hv` shows that a zero error gives $L_k\psi=0$ for all $\psi$. Choosing $\psi$ as the unit vector `Pi.single j 1` picks out column $j$ of $L_k$, so every column is zero. The converse substitutes $L_k=0$ into the Gram formula.

`matrixSquare_underbinds` takes the real part of the expectation formula and calls the sum of squared norms `N`. The expectation value of the exact squared field is then `N` plus that of the matrix square. The inequality follows from $\alpha N\ge0$, which is supplied to `nlinarith`. If the energies agree, linear arithmetic gives $\alpha N=0$; since $\alpha\neq0$, `N` is zero, and `sum_norm_sq_eq_zero` makes each $L_k\psi$ vanish.

For `twoLevel_witness`, `fin_cases` reduces each matrix identity to its entries. The only one that needs algebra for the error is the first diagonal entry, where `ring` completes the cancellation of $a^2$ that leaves $b^2$. Reading off the same entry of a vanishing error gives $b^2=0$, and so $b=0$.
